# The trace of a matrix Green's function, integrated around a circle free of eigenvalues and divided by $2\pi i$, counts the levels inside with their algebraic multiplicity

In a non-interacting electron model, the occupied levels at zero temperature are the eigenvalues of a one-particle Hamiltonian matrix $H$ below the Fermi energy. They can be counted without diagonalising $H$: draw a circle in the complex energy plane around the occupied part of the spectrum, integrate the trace of the Green's function $G(z)=(zI-H)^{-1}$ along it, and divide by $2\pi i$.

For Hermitian $H$ I can see this from the spectral decomposition. But effective Hamiltonians with loss or gain need not be Hermitian, and may not even have a full set of eigenvectors. I believe that the integral still gives an integer, and that it counts roots of the characteristic polynomial rather than independent eigenvectors. Can this be derived without diagonalising anything, and can the argument be made rigorous and checked by machine?

## The count comes from the logarithmic derivative of the secular determinant

Yes, for every finite complex square matrix and every circle that passes through no eigenvalue. Let $H$ be $N\times N$, let $I$ be the identity matrix, and let $p(z)=\det(zI-H)$ be the characteristic polynomial.

**The trace.** Fix $z$ with $p(z)\neq0$ and put $A=zI-H$, which is invertible. For a complex energy shift $t$,

$$(z+t)I-H=A+tI=A\,(I+tA^{-1}),$$

and therefore

$$p(z+t)=\det A\;\det(I+tA^{-1}).$$

Expand the last determinant over permutations. A permutation other than the identity moves at least two indices, so it contributes at least two off-diagonal factors, each proportional to $t$. Terms linear in $t$ come only from the diagonal product $\prod_j\bigl(1+t(A^{-1})_{jj}\bigr)$. Hence

$$p(z+t)=\det A\,\bigl(1+t\,\mathrm{tr}\,A^{-1}+O(t^2)\bigr).$$

The coefficient of $t$ on the left is $p'(z)$, and $\det A=p(z)$, so

$$\mathrm{tr}\,G(z)=\frac{p'(z)}{p(z)}.$$

**The poles.** Over the complex numbers $p(z)=\prod_{k=1}^{N}(z-a_k)$, where each root appears as often as its algebraic multiplicity. The product rule gives

$$\mathrm{tr}\,G(z)=\sum_{k=1}^{N}\frac{1}{z-a_k}.$$

The individual entries of $G$ can have higher-order poles when $H$ is not diagonalisable, but the trace has only simple ones.

**The integral.** Take a circle with centre $c$ and radius $r>0$, and a pole $a$ that is not on it. If $|a-c|<r$, then on the circle

$$\frac1{z-a}=\sum_{m=0}^{\infty}\frac{(a-c)^m}{(z-c)^{m+1}}$$

converges uniformly. With $z=c+re^{i\theta}$, the term $m=0$ integrates to $\int_0^{2\pi}i\,d\theta=2\pi i$. The terms with $m\ge1$ are proportional to $\int_0^{2\pi}e^{-im\theta}d\theta=0$. If $|a-c|>r$, the integrand is holomorphic on a neighbourhood of the closed disc, and Cauchy's theorem gives zero. Summing over $k$,

$$\frac1{2\pi i}\oint \mathrm{tr}\,G(z)\,dz=\#\{k:|a_k-c|<r\}.$$

For $r=0$ the circle is a single point, and both sides are zero.

**An empty disc.** The right-hand side is a number of roots, so it vanishes exactly when no eigenvalue lies inside the circle. This gives a gap test: for Hermitian $H$ and a real centre $c$, the integral vanishes exactly when the energy window from $c-r$ to $c+r$ contains no level.

**A missing eigenvector.** Take

$$H=\begin{pmatrix}e&1\\0&e\end{pmatrix},\qquad p(z)=(z-e)^2,\qquad \mathrm{tr}\,G(z)=\frac{2}{z-e}.$$

A circle around $e$ gives the count 2. Numbering the components of $v$ from 0, as Lean does, the first row of $Hv=ev$ reads $ev_0+v_1=ev_0$, so $v_1=0$; the second row holds for every $v$. The eigenvectors form a single line, and the integral still counts two levels.

## Levels, circles and multiplicities as Lean objects

The Hamiltonian is `H : Matrix n n ℂ`, where `n` is a finite type that labels the basis states. No Hermiticity is assumed. Three definitions carry the physics:

- `green H z` is the inverse of $zI-H$.
- `levelCount H c r` is a natural number. It takes the multiset of roots of `H.charpoly`, in which repeated roots are repeated entries, keeps those with `‖a - c‖ < r`, and counts them.
- `contourCount H c r` is the integral of the trace over the counterclockwise circle, divided by $2\pi i$. It is a complex number.

The theorem `trace_green` states the formula $p'/p$ at every $z$ with $p(z)\ne0$. The main theorem, `contourCount_eq_levelCount`, assumes $r\ge0$ and $p(z)\neq0$ at every point of the circle, and concludes that the two counts agree as complex numbers. For Hermitian $H$ the eigenvalues are real, so the condition says that wherever the circle meets the real axis, it does so at an energy that is not a level. For a metal treated as a finite matrix, a circle that separates occupied from empty levels passes between two discrete levels.

Under the same assumptions, `contourCount_eq_zero_iff` says that the contour count is zero if and only if $p$ has no root in the open disc. The theorem `contourCount_defective` covers the $2\times2$ example for any circle that encloses $e$, whether or not it is centred there, and also identifies all solutions of $Hv=ev$.

This is the argument principle for one kind of function, a characteristic polynomial, and one kind of contour, a circle. The Green's function contains $zI$, which is the form for Hamiltonian matrix elements taken in an orthonormal basis; in a non-orthogonal basis, $zS$ with the overlap matrix $S$ takes its place, and that case is not treated here. The integral is exact, so the error of a numerical quadrature is not addressed, and neither are thermal occupations. Within a finite, non-interacting model, the result is the identity behind counting the states in an energy window by contour integration; it gives the electron number at zero temperature if $H$ is Hermitian, spin is included in the basis and the circle encloses exactly the occupied levels.

```lean
import Mathlib

open Polynomial Matrix

namespace ResolventTraceCounting

noncomputable section

variable {n : Type*} [Fintype n] [DecidableEq n]

/-- The Green's function (resolvent) `(z I - H)⁻¹` of a Hamiltonian matrix `H`. -/
def green (H : Matrix n n ℂ) (z : ℂ) : Matrix n n ℂ :=
  (z • (1 : Matrix n n ℂ) - H)⁻¹

/-- The number of roots of the characteristic polynomial of `H` inside the circle with
centre `c` and radius `r`, counted with algebraic multiplicity. -/
def levelCount (H : Matrix n n ℂ) (c : ℂ) (r : ℝ) : ℕ :=
  (H.charpoly.roots.filter (fun a => ‖a - c‖ < r)).card

/-- The circle integral of the trace of the Green's function, divided by `2 π i`. -/
def contourCount (H : Matrix n n ℂ) (c : ℂ) (r : ℝ) : ℂ :=
  (2 * Real.pi * Complex.I : ℂ)⁻¹ * ∮ z in C(c, r), (green H z).trace

/-- The characteristic polynomial at energy `z` is the secular determinant `det (z I - H)`. -/
theorem charpoly_eval (H : Matrix n n ℂ) (z : ℂ) :
    H.charpoly.eval z = (z • (1 : Matrix n n ℂ) - H).det := by
  have h : Matrix.scalar n z = z • (1 : Matrix n n ℂ) := by
    ext i j
    simp [Matrix.scalar_apply, Matrix.diagonal_apply, Matrix.one_apply]
  rw [Matrix.eval_charpoly, h]

/-- Away from the eigenvalues, the trace of the Green's function is the logarithmic
derivative `p'(z) / p(z)` of the characteristic polynomial. -/
theorem trace_green (H : Matrix n n ℂ) {z : ℂ} (hz : H.charpoly.eval z ≠ 0) :
    (green H z).trace = (derivative H.charpoly).eval z / H.charpoly.eval z := by
  obtain ⟨A, hA⟩ : ∃ A : Matrix n n ℂ, A = z • (1 : Matrix n n ℂ) - H := ⟨_, rfl⟩
  have hdet : A.det ≠ 0 := by rwa [hA, ← charpoly_eval]
  have hinv : A * A⁻¹ = 1 := Matrix.mul_nonsing_inv A (isUnit_iff_ne_zero.mpr hdet)
  obtain ⟨q, hq⟩ : ∃ q : ℂ[X], ∀ t : ℂ,
      (1 + t • A⁻¹).det = 1 + (A⁻¹).trace * t + q.eval t * t ^ 2 :=
    ⟨_, fun t => Matrix.det_one_add_smul t A⁻¹⟩
  -- expand the secular determinant around the energy z
  have key : H.charpoly.comp (X + C z)
      = C A.det * (1 + C (A⁻¹).trace * X + q * X ^ 2) := by
    apply Polynomial.funext
    intro t
    have h1 : (t + z) • (1 : Matrix n n ℂ) - H = A * (1 + t • A⁻¹) := by
      rw [mul_add, mul_one, Matrix.mul_smul, hinv, hA]
      module
    rw [eval_comp, eval_add, eval_X, eval_C, charpoly_eval, h1, Matrix.det_mul, hq]
    simp
  -- compare the terms linear in the energy shift
  have hd := congrArg (fun p : ℂ[X] => (derivative p).eval 0) key
  simp [derivative_comp] at hd
  rw [green, ← hA, eq_div_iff hz, charpoly_eval, ← hA, hd]
  ring

/-- For a product of linear factors `X - a`, the derivative at a point `z` that is none of the roots
`a` is the value of the product times the sum of the terms `1 / (z - a)`. -/
theorem derivative_prod_linear (s : Multiset ℂ) (z : ℂ) (h : ∀ a ∈ s, z ≠ a) :
    (derivative (s.map (fun a => X - C a)).prod).eval z
      = (s.map (fun a => X - C a)).prod.eval z * (s.map (fun a => (z - a)⁻¹)).sum := by
  induction s using Multiset.induction_on with
  | empty => simp
  | cons a s ih =>
    have ha : z - a ≠ 0 := sub_ne_zero.mpr (h a (Multiset.mem_cons_self a s))
    have hs := ih fun b hb => h b (Multiset.mem_cons_of_mem hb)
    simp only [Multiset.map_cons, Multiset.prod_cons, Multiset.sum_cons, derivative_mul,
      derivative_sub, derivative_X, derivative_C, sub_zero, one_mul, eval_add, eval_mul,
      eval_sub, eval_X, eval_C, hs]
    linear_combination
      (-(s.map (fun a => X - C a)).prod.eval z) * (mul_inv_cancel₀ ha)

/-- Away from the eigenvalues, the trace of the Green's function is the sum of `1 / (z - a)` over
the characteristic roots `a`, each repeated according to its algebraic multiplicity. -/
theorem trace_green_eq_sum (H : Matrix n n ℂ) {z : ℂ} (hz : H.charpoly.eval z ≠ 0) :
    (green H z).trace = (H.charpoly.roots.map (fun a => (z - a)⁻¹)).sum := by
  have hp : (H.charpoly.roots.map (fun a => X - C a)).prod = H.charpoly :=
    prod_multiset_X_sub_C_of_monic_of_roots_card_eq H.charpoly_monic
      (splits_iff_card_roots.mp (IsAlgClosed.splits _))
  have h := derivative_prod_linear H.charpoly.roots z
    (fun a ha hza => hz (by rw [hza]; exact (mem_roots'.mp ha).2))
  rw [hp] at h
  rw [trace_green H hz, h, mul_div_cancel_left₀ _ hz]

/-- The circle integral of `1 / (z - a)` is `2 π i` if `a` is enclosed, and zero if `a` lies
outside. -/
theorem integral_pole {c a : ℂ} {r : ℝ} (hr : 0 ≤ r) (ha : ‖a - c‖ ≠ r) :
    (∮ z in C(c, r), (z - a)⁻¹)
      = if ‖a - c‖ < r then (2 * Real.pi * Complex.I : ℂ) else 0 := by
  split_ifs with h
  · exact circleIntegral.integral_sub_inv_of_mem_ball
      (by rwa [Metric.mem_ball, dist_eq_norm])
  · have hlt : r < ‖a - c‖ := lt_of_le_of_ne (not_lt.mp h) (Ne.symm ha)
    have hne : ∀ z ∈ Metric.closedBall c r, z - a ≠ 0 := by
      intro z hz h0
      rw [Metric.mem_closedBall, dist_eq_norm, sub_eq_zero.mp h0] at hz
      exact absurd hz (not_le_of_gt hlt)
    have hc : ContinuousOn (fun w : ℂ => w - a) (Metric.closedBall c r) := by fun_prop
    -- the integrand is holomorphic in the disc, so Cauchy's theorem applies
    refine Complex.circleIntegral_eq_zero_of_differentiable_on_off_countable hr
      Set.countable_empty (hc.inv₀ hne) ?_
    intro z hz
    have hd : DifferentiableAt ℂ (fun w : ℂ => w - a) z := by fun_prop
    exact hd.inv (hne z (Metric.ball_subset_closedBall hz.1))

/-- A finite sum of terms `1 / (z - a)`, with every `a` off the circle, is continuous on the circle,
and its integral is `2 π i` times the number of enclosed `a`, counted with repetition. -/
theorem integral_sum_poles {c : ℂ} {r : ℝ} (hr : 0 ≤ r) (s : Multiset ℂ)
    (h : ∀ a ∈ s, ‖a - c‖ ≠ r) :
    ContinuousOn (fun z : ℂ => (s.map (fun a => (z - a)⁻¹)).sum) (Metric.sphere c r) ∧
    (∮ z in C(c, r), (s.map (fun a => (z - a)⁻¹)).sum)
      = (2 * Real.pi * Complex.I : ℂ) * ((s.filter (fun a => ‖a - c‖ < r)).card : ℂ) := by
  induction s using Multiset.induction_on with
  | empty => simp [circleIntegral, continuousOn_const]
  | cons a s ih =>
    have ha := h a (Multiset.mem_cons_self a s)
    have hs := ih fun b hb => h b (Multiset.mem_cons_of_mem hb)
    have hc0 : ContinuousOn (fun z : ℂ => z - a) (Metric.sphere c r) := by fun_prop
    have hc : ContinuousOn (fun z : ℂ => (z - a)⁻¹) (Metric.sphere c r) := by
      refine hc0.inv₀ fun z hz h0 => ha ?_
      rwa [Metric.mem_sphere, dist_eq_norm, sub_eq_zero.mp h0] at hz
    simp only [Multiset.map_cons, Multiset.sum_cons]
    refine ⟨hc.add hs.1, ?_⟩
    refine (circleIntegral.integral_add (hc.circleIntegrable hr)
      (hs.1.circleIntegrable hr)).trans ?_
    rw [integral_pole hr ha, hs.2]
    by_cases hin : ‖a - c‖ < r
    · rw [if_pos hin, Multiset.filter_cons_of_pos (p := fun b => ‖b - c‖ < r) s hin,
        Multiset.card_cons]
      push_cast
      ring
    · rw [if_neg hin, Multiset.filter_cons_of_neg (p := fun b => ‖b - c‖ < r) s hin,
        zero_add]

/-- Level counting: if the circle passes through no eigenvalue of `H`, the contour integral of
the trace of the Green's function over `2 π i` is the number of enclosed characteristic roots,
with algebraic multiplicity. -/
theorem contourCount_eq_levelCount (H : Matrix n n ℂ) {c : ℂ} {r : ℝ} (hr : 0 ≤ r)
    (h : ∀ z ∈ Metric.sphere c r, H.charpoly.eval z ≠ 0) :
    contourCount H c r = levelCount H c r := by
  have hcongr : (∮ z in C(c, r), (green H z).trace)
      = ∮ z in C(c, r), (H.charpoly.roots.map (fun a => (z - a)⁻¹)).sum :=
    circleIntegral.integral_congr hr fun z hz => trace_green_eq_sum H (h z hz)
  have hroots : ∀ a ∈ H.charpoly.roots, ‖a - c‖ ≠ r := fun a ha hac =>
    h a (by rwa [Metric.mem_sphere, dist_eq_norm]) (mem_roots'.mp ha).2
  rw [contourCount, hcongr, (integral_sum_poles hr _ hroots).2,
    inv_mul_cancel_left₀ Complex.two_pi_I_ne_zero, levelCount]

/-- Gap test: if the circle passes through no eigenvalue of `H`, the contour count vanishes exactly
when no eigenvalue of `H` lies inside the circle. -/
theorem contourCount_eq_zero_iff (H : Matrix n n ℂ) {c : ℂ} {r : ℝ} (hr : 0 ≤ r)
    (h : ∀ z ∈ Metric.sphere c r, H.charpoly.eval z ≠ 0) :
    contourCount H c r = 0 ↔ ∀ z ∈ Metric.ball c r, H.charpoly.eval z ≠ 0 := by
  rw [contourCount_eq_levelCount H hr h, Nat.cast_eq_zero, levelCount,
    Multiset.card_eq_zero, Multiset.filter_eq_nil]
  constructor
  · intro h1 z hz h0
    rw [Metric.mem_ball, dist_eq_norm] at hz
    exact h1 z (mem_roots'.mpr ⟨H.charpoly_monic.ne_zero, h0⟩) hz
  · intro h1 a ha hac
    exact h1 a (by rw [Metric.mem_ball, dist_eq_norm]; exact hac) (mem_roots'.mp ha).2

/-- A defective two-level Hamiltonian with both diagonal energies equal to `e` and a one-way
coupling. -/
def defective (e : ℂ) : Matrix (Fin 2) (Fin 2) ℂ := !![e, 1; 0, e]

/-- For the defective two-level Hamiltonian a circle around `e` gives the count two, although
the solutions of `H v = e v` are only the vectors with vanishing second component. -/
theorem contourCount_defective {e c : ℂ} {r : ℝ} (h : ‖e - c‖ < r) :
    contourCount (defective e) c r = 2 ∧
    ∀ v : Fin 2 → ℂ, defective e *ᵥ v = e • v ↔ v 1 = 0 := by
  have hp : (defective e).charpoly = (X - C e) ^ 2 := by
    apply Polynomial.funext
    intro t
    rw [charpoly_eval, Matrix.det_fin_two]
    simp [defective]
    ring
  constructor
  · rw [contourCount_eq_levelCount _ ((norm_nonneg _).trans h.le)]
    · rw [levelCount, hp, roots_pow, roots_X_sub_C, two_nsmul, Multiset.filter_add]
      simp only [Multiset.filter_singleton, h, if_true]
      norm_num
    · intro z hz h0
      rw [hp] at h0
      have hze : z = e := by simpa [sub_eq_zero] using h0
      rw [hze, Metric.mem_sphere, dist_eq_norm] at hz
      exact h.ne hz
  · intro v
    constructor
    · intro hv
      have h0 := congrFun hv 0
      simpa [defective, Matrix.mulVec, dotProduct, Fin.sum_univ_succ] using h0
    · intro hv
      ext i
      fin_cases i <;> simp [defective, Matrix.mulVec, dotProduct, Fin.sum_univ_succ, hv]

end

end ResolventTraceCounting
```

```lean
#print axioms ResolventTraceCounting.contourCount_eq_levelCount
-- 'ResolventTraceCounting.contourCount_eq_levelCount' depends on axioms: [propext, Classical.choice, Quot.sound]
#print axioms ResolventTraceCounting.contourCount_eq_zero_iff
-- 'ResolventTraceCounting.contourCount_eq_zero_iff' depends on axioms: [propext, Classical.choice, Quot.sound]
#print axioms ResolventTraceCounting.contourCount_defective
-- 'ResolventTraceCounting.contourCount_defective' depends on axioms: [propext, Classical.choice, Quot.sound]
```

## One polynomial identity and two inductions over the roots

`charpoly_eval` identifies the value of the characteristic polynomial with $\det(zI-H)$.

In `trace_green`, the term $O(t^2)$ becomes an exact remainder. Mathlib's `Matrix.det_one_add_smul` supplies a polynomial $q$ with

$$\det(I+tA^{-1})=1+t\,\mathrm{tr}\,A^{-1}+q(t)\,t^2.$$

The step `h1` is the factorisation $(z+t)I-H=A(I+tA^{-1})$. With it, `key` states the expansion of $p(z+t)$ as an equality of polynomials in the shift, proved by `Polynomial.funext` from agreement at every $t$. Differentiating both sides and evaluating at zero, in `hd`, extracts the linear coefficient, so no limit is taken.

`derivative_prod_linear` is the product rule for $\prod_k(z-a_k)$, proved by induction on the multiset of roots. When a root $a$ is added, the closing `linear_combination` uses $(z-a)(z-a)^{-1}=1$. `trace_green_eq_sum` applies this to $p$, which is monic and splits into linear factors because $\mathbb C$ is algebraically closed, and then cancels $p(z)$.

`integral_pole` treats the two positions of a pole. For an enclosed pole it calls Mathlib's value of the integral, in place of the geometric series above. For a pole outside, it shows that $z-a$ has no zero in the closed disc and applies Cauchy's theorem.

`integral_sum_poles` adds the poles by a second induction. It proves continuity on the circle together with the value of the integral, because splitting the integral of a sum requires both parts to be integrable. Each new pole either raises the count by one or leaves it unchanged.

The main theorem replaces the trace by the sum of poles under the integral, which is allowed because the two agree on the circle, and cancels $2\pi i$. The gap test then reduces to the statement that a multiset has cardinality zero exactly when it has no elements. For the defective matrix, the proof computes $p=(X-e)^2$, reads off the double root, and checks the eigenvector equation by components.
